# Small representations of a little group are those of Herring's quotient

To label electron bands, with spin-orbit coupling neglected, at a zone-boundary point $\mathbf k$ of a crystal with screw axes or glide planes, one can take the character table of a finite group and keep only the rows in which lattice translations act by their Bloch phase. This works if the rows kept are exactly the irreducible representations of the little group in which translations act by that phase. Herring's quotient is a finite group with this property whenever the Bloch phases at $\mathbf k$ take finitely many values, as they do when $\mathbf k$ has rational coordinates in the reciprocal basis.

## From the Bloch phase to a finite group

Let $G$ be the little group of $\mathbf k$, $T$ its normal subgroup of lattice translations, and $\chi:T\to\mathbb C^\times$ the Bloch character, $\chi(t)=e^{-i\mathbf k\cdot\mathbf t}$ for the translation $t$ by the vector $\mathbf t$. An operation in $G$ changes $\mathbf k$ at most by a reciprocal lattice vector, so $\chi$ is invariant:
$$\chi(gtg^{-1})=\chi(t)\qquad(g\in G,\ t\in T).$$
Let $K=\ker\chi$, regarded as a subgroup of $G$. Herring's quotient is $G/K$.

**The kernel is normal.** If $t\in K$ and $g\in G$, then $gtg^{-1}\in T$ because $T$ is normal, and $\chi(gtg^{-1})=\chi(t)=1$. Hence $gtg^{-1}\in K$.

**The order.** Suppose that $T$ has finite index $[G:T]$ in $G$ and that $\chi$ has finite image of order $m$. Since $K\le T\le G$ and $T/K\cong\operatorname{im}\chi$,
$$|G/K|=[T:K]\,[G:T]=m\,[G:T].$$

**Translations become central and cyclic.** For $t\in T$ and $g\in G$,
$$(gt)^{-1}(tg)=t^{-1}(g^{-1}tg),\qquad \chi\bigl(t^{-1}(g^{-1}tg)\bigr)=\chi(t)^{-1}\chi(t)=1.$$
So $gt$ and $tg$ lie in the same coset of $K$, and the class of $t$ commutes with every class. The image of $T$ in $G/K$ is $T/K\cong\operatorname{im}\chi$. The $m$ elements of $\operatorname{im}\chi$ all satisfy $z^m=1$, which has only $m$ solutions in $\mathbb C$. They are therefore all the $m$-th roots of unity, a cyclic group.

**Representations correspond.** A small representation of $G$ on a complex space $V$ is a representation $\rho$ with $\rho(t)=\chi(t)\,1$ for all $t\in T$. If $t\in K$, then $\rho(t)=1$, so $\sigma(gK)=\rho(g)$ is well defined and is a representation of $G/K$ in which the class of $t$ acts as $\chi(t)$. Conversely, any such $\sigma$ gives $\rho(g)=\sigma(gK)$. The two constructions undo each other. Because $\rho$ and $\sigma$ consist of the same operators, they have the same invariant subspaces and the same intertwining maps. Irreducibility and equivalence can thus be decided in the quotient.

**Invariance is forced.** If $V\neq0$ carries a small representation, then
$$\chi(gtg^{-1})\,1=\rho(g)\,\chi(t)\,\rho(g)^{-1}=\chi(t)\,1,$$
and applying both sides to a nonzero vector gives $\chi(gtg^{-1})=\chi(t)$.

The smallest case is $\mathbf k=0$. There $\chi=1$, $m=1$ and $K=T$, so the quotient is $G/T$, the point group of the crystal, and small representations are its ordinary representations.

## The invariant character and its kernel in Lean

The development uses an arbitrary group `G` with a subgroup `T`. No lattice or wave vector appears, and `T` need not be commutative. Everything about $\mathbf k$ enters through `χ`, so either sign convention for the Bloch phase is allowed.

```lean
import Mathlib

open Multiplicative

noncomputable section

namespace HerringLittleGroup

variable {G : Type*} [Group G] {T : Subgroup G}
```

Invariance is stated for two elements `t` and `s` of `T` with $s=gtg^{-1}$. For normal `T` this is the condition used above, and it makes sense even before normality is known.

```lean
/-- A character of the translation group `T` is invariant if it takes the same value on
translations that are conjugate in `G`. -/
class IsInvariant (χ : T →* ℂˣ) : Prop where
  conj_eq : ∀ (g : G) (t s : T), (s : G) = g * t * g⁻¹ → χ s = χ t
```

The kernel of `χ` consists of elements of `T`. Mapping it along the inclusion `T.subtype` gives $K$ as a subgroup of `G`.

```lean
/-- The translations on which the character `χ` equals one, as a subgroup of `G`. -/
def herringKernel (χ : T →* ℂˣ) : Subgroup G := χ.ker.map T.subtype

/-- Herring's quotient of `G` by the kernel of `χ`. -/
abbrev HerringGroup (χ : T →* ℂˣ) := G ⧸ herringKernel χ
```

The next lemma lets later proofs test membership in $K$ by evaluating the character.

```lean
/-- A translation lies in the kernel subgroup of `G` exactly when its character is one. -/
theorem coe_mem_herringKernel (χ : T →* ℂˣ) (t : T) :
    (t : G) ∈ herringKernel χ ↔ χ t = 1 := by
  constructor
  · rintro ⟨s, hs, hst⟩
    have h : s = t := Subtype.ext hst
    rw [← h]
    exact MonoidHom.mem_ker.mp hs
  · intro h
    exact ⟨t, MonoidHom.mem_ker.mpr h, rfl⟩
```

Normality then follows the hand argument: the conjugate lies in `T` by `hT.conj_mem`, and `hχ.conj_eq` gives its character. This is what makes the set of cosets a group.

```lean
/-- If `T` is normal in `G` and `χ` is invariant, the kernel of `χ` is normal in `G`. -/
@[instance] theorem herringKernel_normal (χ : T →* ℂˣ) [hT : T.Normal] [hχ : IsInvariant χ] :
    (herringKernel χ).Normal := by
  refine ⟨fun n hn g => ?_⟩
  obtain ⟨t, ht, rfl⟩ := hn
  refine (coe_mem_herringKernel χ ⟨g * t * g⁻¹, hT.conj_mem t t.2 g⟩).mpr ?_
  rw [hχ.conj_eq g t _ rfl]
  exact MonoidHom.mem_ker.mp ht
```

## Counting the quotient

The order formula needs neither normality nor invariance, since it only counts cosets. In the proof, `Subgroup.relIndex_mul_index` is the product rule $[G:K]=[T:K][G:T]$, and `Subgroup.index_ker` replaces $[T:K]$ by the order $m$ of the image, written `Nat.card χ.range`. Because `Nat.card` is zero for an infinite type, the nonzero product also proves finiteness.

```lean
/-- If `T` has finite index and `χ` has finite image of order `m`, Herring's quotient is finite
and has `m [G : T]` elements. -/
theorem card_herringGroup (χ : T →* ℂˣ) [T.FiniteIndex] [Finite χ.range] :
    Finite (HerringGroup χ) ∧
      Nat.card (HerringGroup χ) = Nat.card χ.range * T.index := by
  have hle : herringKernel χ ≤ T := by
    rintro _ ⟨t, _, rfl⟩
    exact t.2
  have hsub : (herringKernel χ).subgroupOf T = χ.ker :=
    Subgroup.comap_map_eq_self_of_injective T.subtype_injective χ.ker
  -- the index is multiplicative along ker χ ≤ T ≤ G
  have hcard : Nat.card (HerringGroup χ) = Nat.card χ.range * T.index := by
    change (herringKernel χ).index = _
    rw [← Subgroup.relIndex_mul_index hle, Subgroup.relIndex, hsub, Subgroup.index_ker]
  refine ⟨Nat.finite_of_card_ne_zero ?_, hcard⟩
  rw [hcard]
  exact mul_ne_zero Nat.card_pos.ne' Subgroup.FiniteIndex.index_ne_zero
```

## Translations inside the quotient

From here `T` is normal and `χ` invariant. The homomorphism `translationHom χ` sends a translation to its class.

```lean
section Quotient

variable (χ : T →* ℂˣ) [T.Normal] [IsInvariant χ]

/-- The map that sends a translation to its class in Herring's quotient. -/
def translationHom : T →* HerringGroup χ :=
  (QuotientGroup.mk' (herringKernel χ)).comp T.subtype
```

For centrality, the proof picks a representative `g` of an arbitrary class and sets $s=g^{-1}tg$. Invariance gives $\chi(s)=\chi(t)$, so $t^{-1}s$ lies in $K$; `heq` identifies this element with $(gt)^{-1}(tg)$.

```lean
/-- For normal `T` and invariant `χ`, the translations become central in Herring's quotient. -/
theorem translations_central :
    (translationHom χ).range ≤ Subgroup.center (HerringGroup χ) := by
  rintro _ ⟨t, rfl⟩
  rw [Subgroup.mem_center_iff]
  intro q
  obtain ⟨g, rfl⟩ := QuotientGroup.mk'_surjective (herringKernel χ) q
  change ((g * (t : G) : G) : HerringGroup χ) = (((t : G) * g : G) : HerringGroup χ)
  rw [QuotientGroup.eq]
  -- the commutator is t⁻¹ times a conjugate of t
  let s : T := ⟨g⁻¹ * t * g⁻¹⁻¹, Subgroup.Normal.conj_mem inferInstance (t : G) t.2 g⁻¹⟩
  have hs : χ s = χ t := IsInvariant.conj_eq g⁻¹ t s rfl
  have hmem := (coe_mem_herringKernel χ (t⁻¹ * s)).mpr (by
    rw [map_mul, map_inv, hs, inv_mul_cancel])
  have heq : (g * (t : G))⁻¹ * ((t : G) * g) = ((t⁻¹ * s : T) : G) := by
    change _ = (t : G)⁻¹ * (g⁻¹ * t * g⁻¹⁻¹)
    group
  rw [heq]
  exact hmem
```

For cyclicity, `hker` shows that `χ` and `translationHom χ` have the same kernel. Both images are therefore isomorphic to the same quotient of `T`, and the isomorphism `e` carries the order and the cyclic structure from `χ.range` to the translations. That a finite group of nonzero complex numbers is cyclic comes from Mathlib. The index of `T` plays no part here.

```lean
/-- For normal `T` and invariant `χ` with finite image of order `m`, the translations form a
cyclic group of order `m` in Herring's quotient. -/
theorem translations_cyclic [Finite χ.range] :
    IsCyclic (translationHom χ).range ∧
      Nat.card (translationHom χ).range = Nat.card χ.range := by
  have hker : χ.ker = (translationHom χ).ker := by
    ext t
    rw [MonoidHom.mem_ker, MonoidHom.mem_ker, ← coe_mem_herringKernel]
    exact (QuotientGroup.eq_one_iff (t : G)).symm
  -- both images are the quotient of T by the same kernel
  let e : χ.range ≃* (translationHom χ).range :=
    (QuotientGroup.quotientKerEquivRange χ).symm.trans
      ((QuotientGroup.quotientMulEquivOfEq hker).trans
        (QuotientGroup.quotientKerEquivRange (translationHom χ)))
  exact ⟨isCyclic_of_surjective e e.surjective, (Nat.card_congr e.toEquiv).symm⟩

end Quotient
```

## The correspondence of representations

One definition serves both groups. An element of `SmallRep χ i V` is a homomorphism into the linear operators on `V`, together with a proof that each translation, sent into the group by `i`, acts as the scalar `χ t`. For `G` the map `i` is the inclusion `T.subtype`; for the quotient it is `translationHom χ`. The space may have any dimension, and no inner product or unitarity is assumed. The operators are complex linear, so antiunitary operations such as time reversal are not included.

```lean
/-- Representations on `V` of a group `H` that receives the translations through `i`, such that
each translation `t` acts as the scalar `χ t`. -/
abbrev SmallRep {H : Type*} [Group H] (χ : T →* ℂˣ) (i : T →* H)
    (V : Type*) [AddCommGroup V] [Module ℂ V] :=
  {ρ : H →* Module.End ℂ V // ∀ t, ρ (i t) = (χ t : ℂ) • (1 : Module.End ℂ V)}
```

The map `inflate` composes a representation of the quotient with the projection from `G`.

```lean
variable {V W : Type*} [AddCommGroup V] [Module ℂ V] [AddCommGroup W] [Module ℂ W]

section Correspondence

variable {χ : T →* ℂˣ} [T.Normal] [IsInvariant χ]

/-- A small representation of Herring's quotient, read as a representation of `G`. -/
def inflate (σ : SmallRep χ (translationHom χ) V) : SmallRep χ T.subtype V :=
  ⟨σ.1.comp (QuotientGroup.mk' (herringKernel χ)), fun t => σ.2 t⟩
```

Injectivity holds because every class has a representative in `G`. For surjectivity, `hρ` shows that a small representation is trivial on $K$, and `QuotientGroup.lift` builds the representation of the quotient. Neither the index nor the image of `χ` has to be finite, so the correspondence also covers irrational $\mathbf k$, where the quotient is infinite.

```lean
/-- For normal `T` and invariant `χ`, the representations of `G` in which `T` acts by `χ` correspond
one to one to the representations of Herring's quotient in which the class of each translation `t`
acts as the scalar `χ t`. -/
theorem inflate_bijective :
    Function.Bijective (inflate : SmallRep χ (translationHom χ) V → SmallRep χ T.subtype V) := by
  constructor
  · intro σ₁ σ₂ h
    refine Subtype.ext (MonoidHom.ext fun q => ?_)
    obtain ⟨g, rfl⟩ := QuotientGroup.mk'_surjective (herringKernel χ) q
    exact DFunLike.congr_fun (congrArg Subtype.val h) g
  · intro ρ
    -- a small representation is trivial on ker χ, so it descends
    have hρ : herringKernel χ ≤ ρ.1.ker := by
      rintro _ ⟨t, ht, rfl⟩
      rw [MonoidHom.mem_ker, ρ.2 t, MonoidHom.mem_ker.mp ht, Units.val_one, one_smul]
    exact ⟨⟨QuotientGroup.lift (herringKernel χ) ρ.1 hρ, fun t => ρ.2 t⟩,
      Subtype.ext (MonoidHom.ext fun _ => rfl)⟩
```

The next two theorems compare structure on the two sides. Taking `f` invertible in the first gives equivalence of representations. The second matches invariant subspaces, which on a nonzero space settles irreducibility. Both proofs replace a class by a representative.

```lean
/-- A linear map intertwines two small representations of Herring's quotient exactly when it
intertwines the corresponding representations of `G`. -/
theorem intertwines_iff (σ : SmallRep χ (translationHom χ) V)
    (τ : SmallRep χ (translationHom χ) W) (f : V →ₗ[ℂ] W) :
    (∀ g v, f ((inflate σ).1 g v) = (inflate τ).1 g (f v)) ↔
      ∀ q v, f (σ.1 q v) = τ.1 q (f v) := by
  refine ⟨fun h q v => ?_, fun h g v => h _ v⟩
  obtain ⟨g, rfl⟩ := QuotientGroup.mk'_surjective (herringKernel χ) q
  exact h g v

/-- A subspace is invariant under a small representation of Herring's quotient exactly when it
is invariant under the corresponding representation of `G`. -/
theorem invariant_subspace_iff (σ : SmallRep χ (translationHom χ) V) (U : Submodule ℂ V) :
    (∀ g, ∀ v ∈ U, (inflate σ).1 g v ∈ U) ↔ ∀ q, ∀ v ∈ U, σ.1 q v ∈ U := by
  refine ⟨fun h q v hv => ?_, fun h g v hv => h _ v hv⟩
  obtain ⟨g, rfl⟩ := QuotientGroup.mk'_surjective (herringKernel χ) q
  exact h g v hv

end Correspondence
```

For non-interacting electrons without spin-orbit coupling, at a $\mathbf k$ with finitely many Bloch phases, the orbital band degeneracies required by the unitary little group can thus be read from the character table of a finite group.

The next theorem shows that invariance is forced. It assumes only a small representation on a nonzero space, not that `T` is normal. The `calc` block computes the operator of $gtg^{-1}$ in two ways, and the nonzero vector `v` turns equality of scalar operators into equality of scalars.

```lean
/-- If `G` has a representation on a nonzero space in which `T` acts by `χ`, then `χ` is
invariant. -/
theorem isInvariant_of_smallRep [Nontrivial V] {χ : T →* ℂˣ} (ρ : SmallRep χ T.subtype V) :
    IsInvariant χ := by
  refine ⟨fun g t s hs => ?_⟩
  have h : (χ s : ℂ) • (1 : Module.End ℂ V) = (χ t : ℂ) • (1 : Module.End ℂ V) := by
    calc (χ s : ℂ) • (1 : Module.End ℂ V) = ρ.1 (g * T.subtype t * g⁻¹) :=
          (ρ.2 s).symm.trans (congrArg ρ.1 hs)
      _ = (χ t : ℂ) • (1 : Module.End ℂ V) := by
          rw [map_mul, map_mul, ρ.2 t, mul_smul_comm, mul_one, smul_mul_assoc, ← map_mul,
            mul_inv_cancel, map_one]
  obtain ⟨v, hv⟩ := exists_ne (0 : V)
  exact Units.ext (smul_left_injective ℂ hv (LinearMap.congr_fun h v))
```

## A twofold screw at the zone boundary

Let $S$ be a half-turn combined with a shift by half the lattice period $c$ along the axis. Its powers form an infinite cyclic group, modelled by the integers in multiplicative notation, and the lattice translations are the even powers.

```lean
/-- The even powers of a twofold screw, inside the infinite cyclic group that it generates. -/
def screwTranslations : Subgroup (Multiplicative ℤ) := (zpowersHom ℤˣ (-1)).ker
```

At $k=\pi/c$ the translation $S^2$ has Bloch phase $-1$. The code obtains this character by restricting $S^n\mapsto i^n$ to even $n$.

```lean
/-- The imaginary unit as an invertible complex number. -/
def screwPhase : ℂˣ := Units.mk0 Complex.I Complex.I_ne_zero

/-- The character of the screw translations that sends the `n`-th power of the screw, `n` even,
to `i ^ n`. -/
def screwCharacter : screwTranslations →* ℂˣ :=
  (zpowersHom ℂˣ screwPhase).comp screwTranslations.subtype
```

The last theorem confirms that this example meets all the conditions placed on `T` and `χ` above, with a nontrivial character and with `T` smaller than `G`. Invariance is immediate because the group is commutative, and the image is finite because all values are fourth roots of unity.

```lean
/-- The screw translations are a proper normal subgroup of finite index, and their character
`screwCharacter` is invariant, has finite image and takes the value `-1`. -/
theorem screw_witness :
    screwTranslations.Normal ∧ screwTranslations.FiniteIndex ∧ screwTranslations ≠ ⊤ ∧
      IsInvariant screwCharacter ∧ Finite screwCharacter.range ∧
      ∃ t, screwCharacter t = -1 := by
  refine ⟨MonoidHom.normal_ker _, Subgroup.finiteIndex_ker _, ?_, ⟨?_⟩, ?_, ?_⟩
  · intro h
    have h1 : ofAdd (1 : ℤ) ∈ screwTranslations := h ▸ Subgroup.mem_top _
    have h2 : (-1 : ℤˣ) ^ (1 : ℤ) = 1 := h1
    rw [zpow_one] at h2
    exact absurd h2 (by decide)
  · intro g t s hs
    have h : s = t := Subtype.ext (by rw [hs, mul_comm g, mul_inv_cancel_right])
    rw [h]
  · -- all values are fourth roots of unity
    have hu : screwPhase ^ 4 = 1 := Units.ext (by simp [screwPhase, Complex.I_pow_four])
    have hle : screwCharacter.range ≤ rootsOfUnity 4 ℂ := by
      rintro _ ⟨t, rfl⟩
      rw [mem_rootsOfUnity]
      change (screwPhase ^ (toAdd (t : Multiplicative ℤ))) ^ 4 = 1
      rw [← zpow_natCast, ← zpow_mul, mul_comm, zpow_mul, zpow_natCast, hu, one_zpow]
    exact Finite.of_injective (Subgroup.inclusion hle) (Subgroup.inclusion_injective hle)
  · have hmem : ofAdd (2 : ℤ) ∈ screwTranslations := by
      change (-1 : ℤˣ) ^ (2 : ℤ) = 1
      decide
    refine ⟨⟨ofAdd 2, hmem⟩, Units.ext ?_⟩
    change ((screwPhase ^ (2 : ℤ) : ℂˣ) : ℂ) = ((-1 : ℂˣ) : ℂ)
    rw [show (2 : ℤ) = ((2 : ℕ) : ℤ) from rfl, zpow_natCast]
    simp [screwPhase, Complex.I_sq]

end HerringLittleGroup
```

The rest of the example is quickly worked out by hand. The character takes the values $\pm1$, so $m=2$, the kernel is generated by $S^4$, and the quotient is cyclic of order $2\cdot2=4$. Of its four one-dimensional representations, $S\mapsto1,i,-1,-i$, only $S\mapsto\pm i$ give $S^2=-1$, and these two are the rows to keep.

```lean
#print axioms HerringLittleGroup.card_herringGroup
#print axioms HerringLittleGroup.intertwines_iff
#print axioms HerringLittleGroup.invariant_subspace_iff
#print axioms HerringLittleGroup.isInvariant_of_smallRep
```

```
'HerringLittleGroup.card_herringGroup' depends on axioms: [propext, Classical.choice, Quot.sound]
'HerringLittleGroup.intertwines_iff' depends on axioms: [propext, Classical.choice, Quot.sound]
'HerringLittleGroup.invariant_subspace_iff' depends on axioms: [propext, Classical.choice, Quot.sound]
'HerringLittleGroup.isInvariant_of_smallRep' depends on axioms: [propext, Classical.choice, Quot.sound]
```
